# In finite dimension, the extremal projector maps states of $J_z$ eigenvalue $n/2$, $n=0,1,2,\dots$, into the kernel of $J_+$

Take two spins one-half, with $\hbar=1$ and total operators $J_z$ and $J_\pm$. The state $\uparrow\downarrow$ has $J_z=0$, but $J_+$ does not annihilate it: $J_+\uparrow\downarrow\,=\,\uparrow\uparrow$. Lowering again gives $J_-J_+\uparrow\downarrow\,=\,\uparrow\downarrow+\downarrow\uparrow$, which $J_+$ sends to $2\uparrow\uparrow$. Subtracting half of it therefore cancels the unwanted term:

$$w=\uparrow\downarrow-\tfrac12(\uparrow\downarrow+\downarrow\uparrow)=\tfrac12(\uparrow\downarrow-\downarrow\uparrow),\qquad J_+w=0.$$

This is $1/\sqrt2$ times the normalised singlet.

## The alternating series and its cancellation

Let $V$ be a complex space of finite dimension $d$, with linear operators satisfying $[J_z,J_\pm]=\pm J_\pm$ and $[J_+,J_-]=2J_z$. For natural $n$ define

$$P=\sum_{k=0}^{d}c_kJ_-^kJ_+^k,\qquad c_k=\frac{(-1)^k(n+1)!}{k!\,(n+1+k)!}.$$

If $J_zv=(n/2)v$, then $w=Pv$ satisfies $J_+w=0$ and $J_zw=(n/2)w$, and $w=v$ whenever $J_+v=0$. An eigenvalue of $J_z$ is called a weight. For total spin operators on a finite-dimensional space of electronic states that they map into itself, $J^2=J_-J_++J_z^2+J_z$ gives $J^2w=\tfrac n2(\tfrac n2+1)w$, so a nonzero $w$ is a state of total spin $n/2$.

**Weights.** Let $J_zu=mu$. Since $J_zJ_\pm=J_\pm J_z\pm J_\pm$, induction gives $J_zJ_\pm^ku=(m\pm k)J_\pm^ku$.

**Commutation.** For such $u$,

$$J_+J_-^{k+1}u=J_-^{k+1}J_+u+(k+1)(2m-k)J_-^ku.$$

The case $k=0$ is the commutator. Each further lowering operator adds $2(m-k-1)$ to the coefficient, and $(k+1)(2m-k)+2(m-k-1)=(k+2)(2m-k-1)$.

**Termination.** Suppose $J_+^kv\ne0$ with $k\ge d$. Then $v,J_+v,\dots,J_+^kv$ are $k+1>d$ nonzero eigenvectors of $J_z$ with distinct eigenvalues, hence independent, which is impossible. The series therefore loses nothing by stopping at $d$.

**Telescoping.** The factorials give $c_k=-c_{k+1}(k+1)(n+2+k)$. We claim

$$J_+\sum_{k=0}^{N}c_kJ_-^kJ_+^kv=c_NJ_-^NJ_+^{N+1}v.$$

For $N=0$ both sides are $J_+v$. The next term involves $J_+^{N+1}v$, of weight $m=n/2+N+1$, so $2m-N=n+2+N$ and

$$c_{N+1}J_+J_-^{N+1}J_+^{N+1}v=c_{N+1}J_-^{N+1}J_+^{N+2}v-c_NJ_-^NJ_+^{N+1}v.$$

The last term cancels the previous boundary term. At $N=d$ the remaining one vanishes, so $J_+w=0$.

If $J_+v=0$, only $c_0v=v$ survives. Applied to $w$, this gives $Pw=w$. Each term raises and lowers equally often, so $w$ keeps weight $n/2$.

**Lowered states.** Let $u$ have weight $m=n/2+1$. A similar induction, now adding $2(m+k+1)$ at each step, gives

$$J_+^{k+1}J_-u=J_-J_+^{k+1}u+(k+1)(2m+k)J_+^ku.$$

Here $2m+k=n+2+k$, so the same recursion yields $\sum_{k=0}^{N}c_kJ_-^kJ_+^kJ_-u=c_NJ_-^{N+1}J_+^Nu$. At $N=d$ this is zero: $PJ_-u=0$.

## Operators and coefficients in Lean

```lean
import Mathlib

open scoped Nat

namespace ExtremalProjector

noncomputable section

variable {V : Type*} [AddCommGroup V] [Module ℂ V]
```

States are elements of `V`, and operators are elements of `Module.End ℂ V`, whose product is composition. No inner product is present, so neither $J_-=J_+^\dagger$ nor orthogonality of the projection is involved.

```lean
/-- The ladder relations `[Jz, J+] = J+`, `[Jz, J-] = -J-`, `[J+, J-] = 2 Jz`,
written out on states. -/
structure LadderRelations (Jz Jp Jm : Module.End ℂ V) : Prop where
  raise : ∀ x, Jz (Jp x) - Jp (Jz x) = Jp x
  lower : ∀ x, Jz (Jm x) - Jm (Jz x) = -Jm x
  comm : ∀ x, Jp (Jm x) - Jm (Jp x) = (2 : ℂ) • Jz x
```

The commutators are assumed as identities on every state; they are the angular momentum algebra in units of $\hbar$.

```lean
/-- The coefficient `(-1)^k (n+1)! / (k! (n+1+k)!)` of the extremal projector. -/
def coeff (n k : ℕ) : ℂ := (-1) ^ k * ((n + 1)! : ℂ) / ((k ! : ℂ) * ((n + 1 + k)! : ℂ))

/-- The extremal projector for weight `n/2`: the sum of `coeff n k • J-^k J+^k` over `k` from zero
to `Module.finrank ℂ V`, the dimension of the space when that is finite. -/
def extremalProjector (Jp Jm : Module.End ℂ V) (n : ℕ) : Module.End ℂ V :=
  ∑ k ∈ Finset.range (Module.finrank ℂ V + 1), coeff n k • (Jm ^ k * Jp ^ k)
```

`Module.finrank ℂ V` is $d$, and the range includes $k=d$.

## Weights, commutation and termination

```lean
variable {Jz Jp Jm : Module.End ℂ V}

/-- Raising `k` times shifts the `Jz` weight up by `k`, lowering `k` times shifts it
down by `k`. -/
theorem weight_shift (h : LadderRelations Jz Jp Jm) {m : ℂ} {v : V} (hv : Jz v = m • v)
    (k : ℕ) : Jz ((Jp ^ k) v) = (m + k) • (Jp ^ k) v ∧
      Jz ((Jm ^ k) v) = (m - k) • (Jm ^ k) v := by
  induction k with
  | zero => simp [hv]
  | succ k ih =>
    have a := h.raise ((Jp ^ k) v)
    have b := h.lower ((Jm ^ k) v)
    rw [ih.1, map_smul] at a
    rw [ih.2, map_smul] at b
    rw [pow_succ' Jp, pow_succ' Jm, Module.End.mul_apply, Module.End.mul_apply]
    constructor
    · rw [sub_eq_iff_eq_add.mp a]; push_cast; module
    · rw [sub_eq_iff_eq_add.mp b]; push_cast; module
```

The induction rewrites one commutator for each direction; `module` collects the scalar coefficients.

```lean
/-- Moving `J+` to the right through `k+1` lowering operators on a state of weight `m`. -/
theorem raise_lower_pow (h : LadderRelations Jz Jp Jm) {m : ℂ} {u : V} (hu : Jz u = m • u)
    (k : ℕ) : Jp ((Jm ^ (k + 1)) u) =
      (Jm ^ (k + 1)) (Jp u) + ((k + 1) * (2 * m - k) : ℂ) • (Jm ^ k) u := by
  induction k with
  | zero =>
    have a := sub_eq_iff_eq_add.mp (h.comm u)
    rw [hu] at a
    simp only [zero_add, pow_one, pow_zero, Module.End.one_apply, Nat.cast_zero]
    rw [a]; module
  | succ k ih =>
    have a := sub_eq_iff_eq_add.mp (h.comm ((Jm ^ (k + 1)) u))
    rw [(weight_shift h hu (k + 1)).2, ih, map_add, map_smul] at a
    rw [pow_succ' Jm (k + 1), Module.End.mul_apply, Module.End.mul_apply, a,
      ← Module.End.mul_apply Jm (Jm ^ k), ← pow_succ' Jm k]
    push_cast; module

/-- Moving `J-` to the left through `k+1` raising operators on a state of weight `m`. -/
theorem raise_pow_lower (h : LadderRelations Jz Jp Jm) {m : ℂ} {u : V} (hu : Jz u = m • u)
    (k : ℕ) : (Jp ^ (k + 1)) (Jm u) =
      Jm ((Jp ^ (k + 1)) u) + ((k + 1) * (2 * m + k) : ℂ) • (Jp ^ k) u := by
  induction k with
  | zero =>
    have a := sub_eq_iff_eq_add.mp (h.comm u)
    rw [hu] at a
    simp only [zero_add, pow_one, pow_zero, Module.End.one_apply, Nat.cast_zero]
    rw [a]; module
  | succ k ih =>
    have a := sub_eq_iff_eq_add.mp (h.comm ((Jp ^ (k + 1)) u))
    rw [(weight_shift h hu (k + 1)).1] at a
    rw [pow_succ' Jp (k + 1), Module.End.mul_apply, ih, map_add, map_smul, a,
      Module.End.mul_apply, ← Module.End.mul_apply Jp (Jp ^ k), ← pow_succ']
    push_cast; module
```

These are the two commutation formulas. In each successor step, `h.comm` supplies the new commutator and `weight_shift` evaluates its $J_z$.

```lean
/-- A state of definite weight is annihilated by `J+^k` as soon as `k` reaches the
dimension of the space. -/
theorem raise_pow_eq_zero [FiniteDimensional ℂ V] (h : LadderRelations Jz Jp Jm) {m : ℂ}
    {v : V} (hv : Jz v = m • v) {k : ℕ} (hk : Module.finrank ℂ V ≤ k) :
    (Jp ^ k) v = 0 := by
  by_contra hne
  -- otherwise there are k + 1 eigenvectors of Jz with distinct weights
  have hli : LinearIndependent ℂ (fun i : Fin (k + 1) => (Jp ^ (i : ℕ)) v) := by
    refine Module.End.eigenvectors_linearIndependent' Jz
      (fun i : Fin (k + 1) => m + ((i : ℕ) : ℂ)) ?_ _ ?_
    · intro i j hij
      exact Fin.ext (Nat.cast_injective (add_left_cancel hij))
    · intro i
      refine ⟨Module.End.mem_eigenspace_iff.mpr (weight_shift h hv i).1, fun h0 => hne ?_⟩
      have hi : k = (k - (i : ℕ)) + (i : ℕ) := by omega
      rw [hi, pow_add, Module.End.mul_apply, h0, map_zero]
  have hcard := hli.fintype_card_le_finrank
  rw [Fintype.card_fin] at hcard
  omega
```

The contradiction compares $k+1$ independent eigenvectors with the dimension. If an earlier vector in the chain were zero, $J_+^kv$ would be zero too.

## The recursion and the projection

```lean
/-- The recursion obeyed by the coefficients of the extremal projector. -/
theorem coeff_succ (n k : ℕ) :
    coeff n k = -(coeff n (k + 1) * ((k + 1) * (n + 2 + k))) := by
  have h1 : ((k + 1)! : ℂ) = (k + 1) * (k ! : ℂ) := by
    rw [Nat.factorial_succ k]; push_cast; ring
  have h2 : ((n + 1 + (k + 1))! : ℂ) = (n + 2 + k) * ((n + 1 + k)! : ℂ) := by
    rw [← add_assoc, Nat.factorial_succ (n + 1 + k)]; push_cast; ring
  have h3 : (k ! : ℂ) ≠ 0 := Nat.cast_ne_zero.mpr (Nat.factorial_ne_zero k)
  have h4 : ((n + 1 + k)! : ℂ) ≠ 0 := Nat.cast_ne_zero.mpr (Nat.factorial_ne_zero _)
  have h5 : (k + 1 : ℂ) ≠ 0 := Nat.cast_add_one_ne_zero k
  have h6 : (n + 2 + k : ℂ) ≠ 0 := by exact_mod_cast (by omega : n + 2 + k ≠ 0)
  unfold coeff
  rw [h1, h2, pow_succ]
  field_simp
```

After the factorials are expanded, `field_simp` clears the nonzero denominators.

```lean
/-- The extremal projector leaves every state annihilated by `J+` unchanged. -/
theorem extremalProjector_fix (Jm : Module.End ℂ V) (n : ℕ) {v : V} (hv : Jp v = 0) :
    extremalProjector Jp Jm n v = v := by
  have h0 : coeff n 0 = 1 := by
    have : ((n + 1)! : ℂ) ≠ 0 := Nat.cast_ne_zero.mpr (Nat.factorial_ne_zero _)
    simp only [coeff, pow_zero, one_mul, Nat.factorial_zero, Nat.cast_one, add_zero]
    exact div_self this
  simp only [extremalProjector, LinearMap.sum_apply, LinearMap.smul_apply,
    Module.End.mul_apply]
  rw [Finset.sum_range_succ', Finset.sum_eq_zero]
  · simp [h0]
  · intro k _
    rw [pow_succ Jp, Module.End.mul_apply, hv, map_zero, map_zero, smul_zero]
```

This lemma separates the $k=0$ term and shows that all others vanish. It needs no assumption on the weight of `v`.

```lean
/-- On a state `v` of weight `n/2` the extremal projector gives a vector, either zero or of the same
weight, annihilated by `J+`; applying it twice is the same as applying it once, and it returns `v`
itself if `J+ v = 0`. -/
theorem extremalProjector_main [FiniteDimensional ℂ V] (h : LadderRelations Jz Jp Jm)
    {n : ℕ} {v : V} (hv : Jz v = ((n : ℂ) / 2) • v) :
    Jp (extremalProjector Jp Jm n v) = 0 ∧
    Jz (extremalProjector Jp Jm n v) = ((n : ℂ) / 2) • extremalProjector Jp Jm n v ∧
    extremalProjector Jp Jm n (extremalProjector Jp Jm n v) = extremalProjector Jp Jm n v ∧
    (Jp v = 0 → extremalProjector Jp Jm n v = v) := by
  -- J+ applied to a partial sum telescopes to a single boundary term
  have key : ∀ N : ℕ, Jp (∑ k ∈ Finset.range (N + 1), coeff n k • (Jm ^ k) ((Jp ^ k) v)) =
      coeff n N • (Jm ^ N) ((Jp ^ (N + 1)) v) := by
    intro N
    induction N with
    | zero => simp
    | succ N ih =>
      rw [Finset.sum_range_succ, map_add, ih, map_smul,
        raise_lower_pow h (weight_shift h hv (N + 1)).1 N, coeff_succ n N,
        pow_succ' Jp (N + 1), Module.End.mul_apply]
      push_cast; module
  have top : Jp (extremalProjector Jp Jm n v) = 0 := by
    simp only [extremalProjector, LinearMap.sum_apply, LinearMap.smul_apply,
      Module.End.mul_apply]
    rw [key, raise_pow_eq_zero h hv (Nat.le_succ _), map_zero, smul_zero]
  refine ⟨top, ?_, extremalProjector_fix Jm n top, extremalProjector_fix Jm n⟩
  simp only [extremalProjector, LinearMap.sum_apply, LinearMap.smul_apply,
    Module.End.mul_apply]
  rw [map_sum, Finset.smul_sum]
  refine Finset.sum_congr rfl fun k _ => ?_
  rw [map_smul, (weight_shift h (weight_shift h hv k).1 k).2]
  module
```

The theorem assumes that $V$ has finite dimension. Its four conclusions are annihilation by $J_+$, preserved weight, idempotence on `v`, and the fixed-state property. They concern vectors of weight $n/2$, not $P$ on all of $V$. The image can be zero: for $n=0$, $P$ annihilates $\uparrow\downarrow+\downarrow\uparrow\,=J_-\uparrow\uparrow$. The inner statement `key` is the telescoping identity.

```lean
/-- The extremal projector for weight `n/2` annihilates every state `J- u` obtained by
lowering a state `u` of weight `n/2 + 1`. -/
theorem extremalProjector_lowered [FiniteDimensional ℂ V] (h : LadderRelations Jz Jp Jm)
    {n : ℕ} {u : V} (hu : Jz u = ((n : ℂ) / 2 + 1) • u) :
    extremalProjector Jp Jm n (Jm u) = 0 := by
  -- the partial sums telescope here as well
  have key : ∀ N : ℕ, ∑ k ∈ Finset.range (N + 1), coeff n k • (Jm ^ k) ((Jp ^ k) (Jm u)) =
      coeff n N • (Jm ^ (N + 1)) ((Jp ^ N) u) := by
    intro N
    induction N with
    | zero => simp
    | succ N ih =>
      rw [Finset.sum_range_succ, ih, raise_pow_lower h hu N, map_add, map_smul,
        coeff_succ n N, pow_succ Jm (N + 1), Module.End.mul_apply]
      module
  simp only [extremalProjector, LinearMap.sum_apply, LinearMap.smul_apply,
    Module.End.mul_apply]
  rw [key, raise_pow_eq_zero h hu le_rfl, map_zero, smul_zero]
```

Here `key` telescopes the sum itself, using `raise_pow_lower`. Finite dimension, again assumed, makes the boundary term vanish.

## The singlet from two spins

```lean
/-- Total `Jz` of two spins one-half in the basis up-up, up-down, down-up, down-down. -/
def pairZ : Module.End ℂ (Fin 4 → ℂ) :=
  Matrix.toLin' !![1, 0, 0, 0; 0, 0, 0, 0; 0, 0, 0, 0; 0, 0, 0, -1]

/-- Total `J+` of two spins one-half in the same basis. -/
def pairRaise : Module.End ℂ (Fin 4 → ℂ) :=
  Matrix.toLin' !![0, 1, 1, 0; 0, 0, 0, 1; 0, 0, 0, 1; 0, 0, 0, 0]

/-- Total `J-` of two spins one-half in the same basis. -/
def pairLower : Module.End ℂ (Fin 4 → ℂ) :=
  Matrix.toLin' !![0, 0, 0, 0; 1, 0, 0, 0; 1, 0, 0, 0; 0, 1, 1, 0]
```

The matrices act on coordinates ordered as $\uparrow\uparrow,\uparrow\downarrow,\downarrow\uparrow,\downarrow\downarrow$.

```lean
/-- Two spins one-half satisfy the ladder relations, and the extremal projector for weight
zero sends up-down to one half of up-down minus down-up. -/
theorem spinPair_witness : LadderRelations pairZ pairRaise pairLower ∧
    pairZ ![0, 1, 0, 0] = (((0 : ℕ) : ℂ) / 2) • ![0, 1, 0, 0] ∧
    extremalProjector pairRaise pairLower 0 ![0, 1, 0, 0] = ![0, 1 / 2, -1 / 2, 0] := by
  have h : LadderRelations pairZ pairRaise pairLower := by
    constructor <;> intro x <;> ext i <;> fin_cases i <;>
      simp [pairZ, pairRaise, pairLower, Matrix.toLin'_apply, Matrix.mulVec, dotProduct,
        Fin.sum_univ_four] <;> ring
  have hs : pairRaise ![0, 1 / 2, -1 / 2, 0] = 0 := by
    ext i; fin_cases i <;>
      simp [pairRaise, Matrix.toLin'_apply, Matrix.mulVec, dotProduct, Fin.sum_univ_four]
    norm_num
  have hu : pairZ ![1, 0, 0, 0] = (((0 : ℕ) : ℂ) / 2 + 1) • ![1, 0, 0, 0] := by
    ext i; fin_cases i <;>
      simp [pairZ, Matrix.toLin'_apply, Matrix.mulVec, dotProduct, Fin.sum_univ_four]
  -- up-down is a state annihilated by J+ plus a lowered state
  have hd : (![0, 1, 0, 0] : Fin 4 → ℂ) =
      ![0, 1 / 2, -1 / 2, 0] + (1 / 2 : ℂ) • pairLower ![1, 0, 0, 0] := by
    ext i; fin_cases i <;>
      simp [pairLower, Matrix.toLin'_apply] <;>
      norm_num
  refine ⟨h, ?_, ?_⟩
  · ext i; fin_cases i <;>
      simp [pairZ, Matrix.toLin'_apply, Matrix.mulVec, dotProduct, Fin.sum_univ_four]
  · rw [hd, map_add, map_smul, extremalProjector_lowered h hu,
      extremalProjector_fix pairLower 0 hs, smul_zero, add_zero]

end

end ExtremalProjector
```

The relations are checked by components. The projection is then found without expanding the series: $\uparrow\downarrow$ is $\tfrac12(\uparrow\downarrow-\downarrow\uparrow)$, which $P$ fixes, plus $\tfrac12J_-\uparrow\uparrow$, which $P$ annihilates.

```lean
#print axioms ExtremalProjector.extremalProjector_main
#print axioms ExtremalProjector.extremalProjector_lowered
```

```
'ExtremalProjector.extremalProjector_main' depends on axioms: [propext, Classical.choice, Quot.sound]
'ExtremalProjector.extremalProjector_lowered' depends on axioms: [propext, Classical.choice, Quot.sound]
```
